# For a linear rotor in a Σ state, a single pair of equivalent spinless nuclei allows only even or only odd rotational levels

To treat the exchange of two equivalent nuclei, we must decide how much of the molecular wave function to write out. Here the rotational function and the nuclear spin amplitude are explicit, and the electronic-vibrational factor enters only through the sign $\eta$ that it acquires under the exchange. The molecule is linear and has just one pair of equivalent nuclei. It is in a Σ state: apart from electron spin, it has no electronic or vibrational angular momentum about its axis. Its state is a product, and the rotational function is the one with $M=0$, where $M$ is the quantum number for the component of the rotational angular momentum along a fixed direction. This function depends only on $x=\cos\theta$, where $\theta$ is the angle between the molecular axis and that direction. For a given rotational quantum number $J$, the functions with other values of $M$ acquire the same sign when the axis is reversed. This standard fact is not proved here; it lets the result for $M=0$ decide the whole level.

## The sign of the rotational function

For $J=0,1,2,\dots$ let
$$P_J(x)=\frac{d^J}{dx^J}(x^2-1)^J .$$
This is the Legendre polynomial multiplied by $2^J J!$. The claim is that, for a real number $\eta$, $P_J(-x)=\eta P_J(x)$ holds for all $x$ if and only if $(-1)^J=\eta$.

For any polynomial $p$ and any $k\ge 0$,
$$\frac{d^k}{dx^k}\,p(-x)=(-1)^k p^{(k)}(-x).$$
This is clear for $k=0$. If it holds for $k$, one more derivative gives $(-1)^k\cdot(-1)\,p^{(k+1)}(-x)$ by the chain rule, which is the formula for $k+1$.

Take $p(x)=(x^2-1)^J$ and $k=J$. Since $p(-x)=p(x)$, the left side is $P_J(x)$, so $P_J(x)=(-1)^JP_J(-x)$. Multiplying by $(-1)^J$ gives
$$P_J(-x)=(-1)^JP_J(x).$$

This proves one direction. For the other we need a point where $P_J$ does not vanish. The leading term of $(x^2-1)^J$ is $x^{2J}$, and its $J$-th derivative is $\frac{(2J)!}{J!}x^J$. No other term contributes to the power $x^J$, so $P_J$ is not the zero polynomial and $P_J(x_0)\neq0$ for some $x_0$. If $P_J(-x)=\eta P_J(x)$ for all $x$, then $(-1)^JP_J(x_0)=\eta P_J(x_0)$, and division gives $(-1)^J=\eta$.

## From the sign to the allowed levels

Let $\chi(a,b)$ be the amplitude for spin labels $a$ and $b$ on the two nuclei. Exchange reverses the axis, swaps the labels and contributes $\eta$. Quantum statistics require the result to be $\varepsilon$ times the original state, with $\varepsilon=1$ for bosons and $\varepsilon=-1$ for fermions:
$$\eta P_J(-x)\chi(b,a)=\varepsilon P_J(x)\chi(a,b).$$
Inserting the parity of $P_J$ and cancelling $P_J(x_0)$ leaves
$$\eta(-1)^J\chi(b,a)=\varepsilon\chi(a,b)\quad\text{for all }a,b.$$

The nucleus $^{16}$O is a boson without spin, so $\varepsilon=1$, there is one label, and $\chi=1$. The condition becomes $\eta(-1)^J=1$. In the ground state of CO$_2$ the electronic-vibrational factor is unchanged by the exchange, so $\eta=1$ and $J$ is even. The electronic ground state of O$_2$ is $^3\Sigma_g^-$, which changes sign, so $\eta=-1$ and the rotational quantum number $N$, which excludes electron spin, is odd.

As a numerical check, $P_2(x)=12x^2-4$ and $P_3(x)=120x^3-72x$. At $x=\pm\tfrac12$ the first gives $-1$ both times, while the second gives $-21$ at $\tfrac12$ and $21$ at $-\tfrac12$. The normalised Legendre values are $-\tfrac18$ at both points for $J=2$, and $\mp\tfrac7{16}$ for $J=3$. With $\eta=1$ the level $J=2$ passes and $J=3$ fails; with $\eta=-1$ the outcome is reversed.

For spinless nuclei, within this separable model of a linear rotor, the criterion says which levels to include in a rotational partition function and which lines are missing from a spectrum.

## The model in Lean

The development uses Mathlib's polynomials.

```lean
import Mathlib

open Polynomial

namespace NuclearExchangeRotor

noncomputable section
```

The function $P_J$ is `rotor J`, a real polynomial without the factor $1/(2^JJ!)$. That factor would cancel from every statement below.

```lean
/-- The unnormalised Legendre polynomial `P_J`, the `J`-th derivative of `(x² - 1)^J`;
at `x = cos θ` it is the rotational function of a linear molecule with `M = 0`. -/
def rotor (J : ℕ) : ℝ[X] := derivative^[J] ((X ^ 2 - 1) ^ J)
```

A state takes a real number `x` and two spin labels from an arbitrary type `S`. All real `x` are admitted, although $\cos\theta$ lies in $[-1,1]$. This does not alter the requirement, because polynomials that agree on the interval agree everywhere.

```lean
/-- A molecular state: the rotational function times an amplitude `χ a b` for the
spin labels `a`, `b` of the two equivalent nuclei. -/
def state {S : Type*} (J : ℕ) (χ : S → S → ℂ) (x : ℝ) (a b : S) : ℂ :=
  (((rotor J).eval x : ℝ) : ℂ) * χ a b
```

In `exchange`, the argument `-x` and the order `b a` express the reversal of the axis and the swap of the labels. The sign `η` is supplied as a number and not derived from an electronic wave function.

```lean
/-- Exchange of the two nuclei: the axis is reversed, the spin labels are swapped, and the
remaining factor of the wave function contributes `η`. -/
def exchange {S : Type*} (η : ℂ) (Ψ : ℝ → S → S → ℂ) (x : ℝ) (a b : S) : ℂ :=
  η * Ψ (-x) b a
```

The statistics requirement is a definition with `ε` as a parameter. The connection between spin and statistics is thus an input. Both `ε` and `η` may be any complex numbers, and the physical cases are $\pm1$.

```lean
/-- The statistics requirement: exchange of the nuclei multiplies the state by `ε`
(`1` for bosons, `-1` for fermions). -/
def ObeysStatistics {S : Type*} (ε η : ℂ) (J : ℕ) (χ : S → S → ℂ) : Prop :=
  ∀ x a b, exchange η (state J χ) x a b = ε * state J χ x a b
```

## Parity and cancellation

The first lemma is the chain-rule induction. Composition with `-X` means replacing $x$ by $-x$; the `succ` case differentiates once more, and `ring` collects the signs.

```lean
/-- Reflecting the argument of a polynomial before differentiating it `k` times
gives the reflected `k`-th derivative times `(-1)^k`. -/
theorem iterate_derivative_reflect (p : ℝ[X]) (k : ℕ) :
    derivative^[k] (p.comp (-X)) = C ((-1) ^ k) * (derivative^[k] p).comp (-X) := by
  induction k with
  | zero => simp
  | succ k ih =>
    simp only [Function.iterate_succ_apply']
    rw [ih, derivative_C_mul, derivative_comp, derivative_neg, derivative_X, pow_succ]
    simp only [C_mul, C_neg, C_1]
    ring
```

The parity of $P_J$ follows. In the proof, `he` states that $(x^2-1)^J$ is even, `hx` is the relation $P_J(x)=(-1)^JP_J(-x)$, and `hs` supplies $(-1)^J(-1)^J=1$ to turn it around.

```lean
/-- Reversing the molecular axis multiplies the rotational function by `(-1)^J`. -/
theorem rotor_neg (J : ℕ) (x : ℝ) :
    (rotor J).eval (-x) = (-1) ^ J * (rotor J).eval x := by
  have h := iterate_derivative_reflect ((X ^ 2 - 1) ^ J) J
  -- the generating polynomial is even
  have he : ((X ^ 2 - 1 : ℝ[X]) ^ J).comp (-X) = (X ^ 2 - 1) ^ J := by simp
  rw [he] at h
  have hx : (rotor J).eval x = (-1) ^ J * (rotor J).eval (-x) := by
    have h' := congrArg (eval x) h
    rw [eval_mul, eval_C, eval_comp, eval_neg, eval_X] at h'
    exact h'
  have hs : ((-1 : ℝ) ^ J) * (-1) ^ J = 1 := by
    rw [← mul_pow]
    norm_num
  rw [hx, ← mul_assoc, hs, one_mul]
```

The next proof argues by contradiction. If $P_J$ vanished at every real $x$, it would be the zero polynomial. Its coefficient of $x^J$ is the descending factorial $(2J)(2J-1)\cdots(J+1)=(2J)!/J!$, which could be zero only if $2J<J$.

```lean
/-- The polynomial `P_J` is nonzero at some real `x`. -/
theorem rotor_exists_ne_zero (J : ℕ) : ∃ x : ℝ, (rotor J).eval x ≠ 0 := by
  have hm : (X ^ 2 - 1 : ℝ[X]).Monic := by
    have h := monic_X_pow_sub_C (1 : ℝ) (two_ne_zero : (2 : ℕ) ≠ 0)
    rwa [C_1] at h
  have hd : (X ^ 2 - 1 : ℝ[X]).natDegree = 2 := by
    have h := natDegree_X_pow_sub_C (n := 2) (r := (1 : ℝ))
    rwa [C_1] at h
  have h1 : ((X ^ 2 - 1 : ℝ[X]) ^ J).coeff (J + J) = 1 := by
    have h := (hm.pow J).coeff_natDegree
    rw [hm.natDegree_pow, hd] at h
    rwa [show J + J = J * 2 by omega]
  by_contra hne
  have hz : ∀ x : ℝ, (rotor J).eval x = 0 := fun x => by
    by_contra hx
    exact hne ⟨x, hx⟩
  have h0 : rotor J = 0 := Polynomial.funext fun x => by rw [hz x, eval_zero]
  -- the coefficient of `x^J` is a nonzero descending factorial
  have h2 := congrArg (fun p : ℝ[X] => p.coeff J) h0
  simp only [rotor, coeff_iterate_derivative, h1, coeff_zero, nsmul_eq_mul, mul_one] at h2
  have h3 : (J + J).descFactorial J = 0 := by exact_mod_cast h2
  have h4 := Nat.descFactorial_eq_zero_iff_lt.mp h3
  omega
```

The parity criterion is now the cancellation at $x_0$ in one direction and substitution in the other. Here `η` is any real number.

```lean
/-- The rotational function acquires the factor `η` under reversal of the axis
exactly when `(-1)^J = η`. -/
theorem rotor_parity_iff (J : ℕ) (η : ℝ) :
    (∀ x : ℝ, (rotor J).eval (-x) = η * (rotor J).eval x) ↔ (-1) ^ J = η := by
  constructor
  · intro h
    obtain ⟨x, hx⟩ := rotor_exists_ne_zero J
    have hp := h x
    rw [rotor_neg] at hp
    exact mul_right_cancel₀ hx hp
  · intro h x
    rw [rotor_neg, h]
```

## The exchange criterion and its cases

The general theorem applies the same cancellation to complex amplitudes. In each direction `linear_combination` checks that the two equations differ only by the factor $P_J(x)$.

```lean
/-- A state obeys the statistics requirement exactly when swapping the spin labels of `χ` and
multiplying by the rotational sign `(-1)^J` and by `η` gives `ε` times `χ`. -/
theorem obeysStatistics_iff {S : Type*} (ε η : ℂ) (J : ℕ) (χ : S → S → ℂ) :
    ObeysStatistics ε η J χ ↔ ∀ a b, η * (-1) ^ J * χ b a = ε * χ a b := by
  simp only [ObeysStatistics, exchange, state, rotor_neg, Complex.ofReal_mul,
    Complex.ofReal_pow, Complex.ofReal_neg, Complex.ofReal_one]
  constructor
  · intro h a b
    -- cancel the rotational function at a real `x` where it does not vanish
    obtain ⟨x, hx⟩ := rotor_exists_ne_zero J
    have hx' : (((rotor J).eval x : ℝ) : ℂ) ≠ 0 := Complex.ofReal_ne_zero.mpr hx
    apply mul_left_cancel₀ hx'
    linear_combination h x a b
  · intro h x a b
    linear_combination (((rotor J).eval x : ℝ) : ℂ) * h a b
```

For spinless nuclei the label type is `Unit`, which has one element, and the amplitude is 1. Each proof splits into even and odd quantum numbers, and in the forbidden case the criterion reduces to a false equation between $1$ and $-1$.

```lean
/-- Two spinless bosonic nuclei with `η = 1`, the sign taken for CO2:
the allowed rotational levels are those with even `J`. -/
theorem spinless_even_levels (J : ℕ) :
    ObeysStatistics 1 1 J (fun _ _ : Unit => (1 : ℂ)) ↔ Even J := by
  rw [obeysStatistics_iff]
  rcases Nat.even_or_odd J with h | h
  · simp [h.neg_one_pow, h]
  · norm_num [h.neg_one_pow, Nat.not_even_iff_odd.2 h]

/-- Two spinless bosonic nuclei with `η = -1`, the sign taken for O2:
the allowed rotational levels are those with odd `N`. -/
theorem spinless_odd_levels (N : ℕ) :
    ObeysStatistics 1 (-1) N (fun _ _ : Unit => (1 : ℂ)) ↔ Odd N := by
  rw [obeysStatistics_iff]
  rcases Nat.even_or_odd N with h | h
  · norm_num [h.neg_one_pow, Nat.not_odd_iff_even.2 h]
  · simp [h.neg_one_pow, h]
```

For fermions with $\eta=1$, the criterion reads $(-1)^J\chi(b,a)=-\chi(a,b)$. Even $J$ therefore goes with an antisymmetric spin function and odd $J$ with a symmetric one. The zero amplitude satisfies both conditions, so a level is physically present only if a nonzero $\chi$ of the required symmetry exists. For two protons, as in H$_2$ in its ground state, these are the singlet (para) and triplet (ortho) functions.

```lean
/-- Two fermionic nuclei with `η = 1`: levels with even `J` require an antisymmetric
nuclear spin function, and levels with odd `J` a symmetric one. -/
theorem fermion_spin_symmetry {S : Type*} (J : ℕ) (χ : S → S → ℂ) :
    (Even J → (ObeysStatistics (-1) 1 J χ ↔ ∀ a b, χ b a = -χ a b)) ∧
    (Odd J → (ObeysStatistics (-1) 1 J χ ↔ ∀ a b, χ b a = χ a b)) := by
  constructor
  · intro h
    rw [obeysStatistics_iff, h.neg_one_pow]
    simp only [one_mul, neg_mul]
  · intro h
    rw [obeysStatistics_iff, h.neg_one_pow]
    simp only [one_mul, neg_mul, neg_inj]

end

end NuclearExchangeRotor
```

```lean
#print axioms NuclearExchangeRotor.rotor_parity_iff
#print axioms NuclearExchangeRotor.spinless_even_levels
#print axioms NuclearExchangeRotor.spinless_odd_levels
#print axioms NuclearExchangeRotor.fermion_spin_symmetry
```

```
'NuclearExchangeRotor.rotor_parity_iff' depends on axioms: [propext, Classical.choice, Quot.sound]
'NuclearExchangeRotor.spinless_even_levels' depends on axioms: [propext, Classical.choice, Quot.sound]
'NuclearExchangeRotor.spinless_odd_levels' depends on axioms: [propext, Classical.choice, Quot.sound]
'NuclearExchangeRotor.fermion_spin_symmetry' depends on axioms: [propext, Classical.choice, Quot.sound]
```
